# Quartic double wells with the same bound levels and barrier can have their minima at any distance if the kinetic constant is free

Before the minima of a double-well potential fitted to vibrational levels are reported as a molecular geometry, the kinetic constant has to be fixed from other information. Ring puckering and inversion are typical cases: the levels are measured, and the wanted structure is the displacement $x$ at which the potential is lowest. For a one-dimensional quartic double well with a constant but unknown kinetic constant, the problems below show that the bound levels leave this displacement undetermined, even when the barrier height is known as well.

The equation is

$$-F\psi''(x)+V(x)\psi(x)=E\psi(x),\qquad V(x)=ax^4-bx^2 .$$

Here $F=\hbar^2/2\mu$, with $\mu$ the effective mass of the motion along $x$, $E$ is the energy, and $a,b>0$ give two wells separated by a barrier at $x=0$.

## Equation, levels and potential in Lean

```lean
import Mathlib

open MeasureTheory

namespace DoubleWellScaling

noncomputable section
```

`SolvesSchrodinger F V E ψ` says that the complex function `ψ` has a first derivative `ψ₁` and a second derivative `ψ₂` everywhere on the real line, and that the equation holds at every point. The subscripts count derivatives, not states. Twice differentiability is thus part of being a solution.

```lean
/-- The twice differentiable function `ψ` satisfies `-F ψ'' + V ψ = E ψ` on the whole line. -/
def SolvesSchrodinger (F : ℝ) (V : ℝ → ℝ) (E : ℝ) (ψ : ℝ → ℂ) : Prop :=
  ∃ ψ₁ ψ₂ : ℝ → ℂ, (∀ x, HasDerivAt ψ (ψ₁ x) x) ∧ (∀ x, HasDerivAt ψ₁ (ψ₂ x) x) ∧
    ∀ x, -(F : ℂ) * ψ₂ x + (V x : ℂ) * ψ x = (E : ℂ) * ψ x
```

A bound level is an energy with a solution that is nonzero somewhere and square-integrable. The solution need not be normalised.

```lean
/-- `E` is a bound level: the Schrödinger equation has a nonzero square-integrable solution
at energy `E`. -/
def IsBoundLevel (F : ℝ) (V : ℝ → ℝ) (E : ℝ) : Prop :=
  ∃ ψ : ℝ → ℂ, SolvesSchrodinger F V E ψ ∧ (∃ x, ψ x ≠ 0) ∧
    Integrable (fun x => ‖ψ x‖ ^ 2)
```

The potential, the distance of its minima from the origin and the barrier are defined next. That `wellPosition` deserves its name is shown in part (f).

```lean
/-- The quartic potential `a x⁴ - b x²`. -/
def doubleWell (a b x : ℝ) : ℝ := a * x ^ 4 - b * x ^ 2

/-- The distance `√(b / (2a))` of the minima from the origin, for `a, b > 0`. -/
def wellPosition (a b : ℝ) : ℝ := Real.sqrt (b / (2 * a))

/-- The potential at the origin minus the potential at the well position, for `a, b > 0`. -/
def barrier (a b : ℝ) : ℝ := doubleWell a b 0 - doubleWell a b (wellPosition a b)
```

The step from these definitions to a molecule is the reduction of its vibrations to a single coordinate with constant $F$. This is assumed. In a real molecule $F$ may vary with $x$, and other vibrations may couple to the motion.

## (a) Stretching a solution

Let $\psi$ solve the equation for $F$, an arbitrary potential $V$ and energy $E$, and let $s\neq0$. Show that $\varphi(x)=\psi(x/s)$ satisfies

$$-Fs^2\varphi''(x)+V(x/s)\varphi(x)=E\varphi(x).$$

**Solution.** By the chain rule, $\varphi'(x)=\psi'(x/s)/s$ and $\varphi''(x)=\psi''(x/s)/s^2$. Hence

$$-Fs^2\varphi''(x)+V(x/s)\varphi(x)=-F\psi''(x/s)+V(x/s)\psi(x/s)=E\psi(x/s)=E\varphi(x).$$

In Lean, `p` and `q` are the two derivatives of `ψ`, and `scomp` is the chain rule for a complex function of a real variable. The identity `k` cancels $s^2$ against the two factors $1/s$, and `linear_combination` adds this to the original equation taken at $x/s$. A negative $s$ is allowed and also reflects the coordinate.

```lean
/-- Stretching the coordinate by `s ≠ 0` turns a solution for `F` and `V(x)` into a solution
for `F s²` and `V(x/s)` at the same energy. -/
theorem SolvesSchrodinger.stretch {F E s : ℝ} {V : ℝ → ℝ} {ψ : ℝ → ℂ} (hs : s ≠ 0)
    (h : SolvesSchrodinger F V E ψ) :
    SolvesSchrodinger (F * s ^ 2) (fun x => V (x / s)) E (fun x => ψ (x / s)) := by
  obtain ⟨p, q, hp, hq, h⟩ := h
  have hd : ∀ x : ℝ, HasDerivAt (fun y : ℝ => y / s) s⁻¹ x := fun x => by
    have := (hasDerivAt_id' x).div_const s
    rwa [one_div] at this
  -- each derivative brings down one factor `1/s`
  refine ⟨fun x => s⁻¹ • p (x / s), fun x => s⁻¹ • (s⁻¹ • q (x / s)),
    fun x => (hp (x / s)).scomp x (hd x),
    fun x => ((hq (x / s)).scomp x (hd x)).const_smul s⁻¹, fun x => ?_⟩
  have e := h (x / s)
  have hs' : (s : ℂ) ≠ 0 := Complex.ofReal_ne_zero.mpr hs
  have k : (s : ℂ) ^ 2 * ((s : ℂ)⁻¹ * (s : ℂ)⁻¹) = 1 := by field_simp
  simp only [Complex.real_smul, Complex.ofReal_mul, Complex.ofReal_pow, Complex.ofReal_inv]
  linear_combination e - (F : ℂ) * q (x / s) * k
```

## (b) Undoing the stretch

Show that for $s\neq0$ the implication in (a) is an equivalence:

$$-F\psi''+V\psi=E\psi\iff -Fs^2\varphi''+V(\cdot/s)\varphi=E\varphi,\qquad \varphi(x)=\psi(x/s).$$

**Solution.** One direction is (a). For the other, apply (a) to $\varphi$ with $1/s$ in place of $s$. The kinetic constant becomes $Fs^2\cdot s^{-2}=F$. The potential at $x$ becomes $V(sx/s)=V(x)$, and the function becomes $\varphi(sx)=\psi(x)$. This is the original equation.

The Lean proof does the same: `e1` restores the kinetic constant, and `e2` restores the argument of the potential and of the function.

```lean
/-- For `s ≠ 0` and any potential, `ψ(x)` solves the equation with `F` and `V(x)` if and only
if `ψ(x/s)` solves it with `F s²` and `V(x/s)` at the same energy. -/
theorem solves_stretch_iff {F E s : ℝ} {V : ℝ → ℝ} {ψ : ℝ → ℂ} (hs : s ≠ 0) :
    SolvesSchrodinger F V E ψ ↔
      SolvesSchrodinger (F * s ^ 2) (fun x => V (x / s)) E (fun x => ψ (x / s)) := by
  refine ⟨fun h => h.stretch hs, fun h => ?_⟩
  -- undo the stretch by `s` with a stretch by `1/s`
  have h' := h.stretch (inv_ne_zero hs)
  have e1 : F * s ^ 2 * s⁻¹ ^ 2 = F := by field_simp
  have e2 : ∀ x : ℝ, x / s⁻¹ / s = x := fun x => by field_simp
  simpa only [e1, e2] using h'
```

## (c) The stretched quartic is again a quartic

For $s\neq0$, show that

$$\frac{a}{s^4}x^4-\frac{b}{s^2}x^2=V(x/s),\qquad V(x)=ax^4-bx^2 .$$

**Solution.** Insert $x/s$ into $V$: $a(x/s)^4-b(x/s)^2=(a/s^4)x^4-(b/s^2)x^2$.

Lean states this as an equality of functions, so that one potential can replace the other inside the Schrödinger equation.

```lean
/-- The quartic potential with coefficients `a/s⁴` and `b/s²` is the original one evaluated
at `x/s`. -/
theorem doubleWell_stretch (a b s : ℝ) :
    doubleWell (a / s ^ 4) (b / s ^ 2) = fun x => doubleWell a b (x / s) := by
  funext x
  simp only [doubleWell]
  ring
```

## (d) Scaling within the quartic family

For $s\neq0$ and $\varphi(x)=\psi(x/s)$, show that

$$-F\psi''+(ax^4-bx^2)\psi=E\psi\iff -Fs^2\varphi''+\Big(\frac{a}{s^4}x^4-\frac{b}{s^2}x^2\Big)\varphi=E\varphi .$$

**Solution.** By (c), the potential on the right is $V(x/s)$. The equivalence is then (b) for this $V$.

The Lean proof is these two steps. It needs no sign condition on $F$, $a$ or $b$, so it includes the physical case in which all three are positive.

```lean
/-- For `s ≠ 0`, `ψ(x)` solves the quartic problem with parameters `F, a, b` if and only if
`ψ(x/s)` solves the one with `F s², a/s⁴, b/s²` at the same energy. -/
theorem doubleWell_solves_iff {F a b E s : ℝ} {ψ : ℝ → ℂ} (hs : s ≠ 0) :
    SolvesSchrodinger F (doubleWell a b) E ψ ↔
      SolvesSchrodinger (F * s ^ 2) (doubleWell (a / s ^ 4) (b / s ^ 2)) E
        (fun x => ψ (x / s)) := by
  rw [doubleWell_stretch]
  exact solves_stretch_iff hs
```

## (e) The bound levels coincide

Write $\mathcal B(F,a,b)$ for the set of bound levels of the quartic problem. Show that for $s\neq0$

$$\mathcal B(F,a,b)=\mathcal B(Fs^2,\,a/s^4,\,b/s^2).$$

**Solution.** Let $\psi$ be a bound solution for $F,a,b$. By (d), $\varphi(x)=\psi(x/s)$ solves the second problem at the same energy. If $\psi(x_0)\neq0$, then $\varphi(sx_0)=\psi(x_0)\neq0$. Substituting $x=sy$ gives

$$\int|\varphi(x)|^2\,dx=|s|\int|\psi(y)|^2\,dy<\infty .$$

If $\psi$ is normalised, the normalised stretched state is $|s|^{-1/2}\psi(x/s)$.

Conversely, let $\varphi$ be a bound solution of the second problem and put $\psi(y)=\varphi(sy)$. Then $\psi(x/s)=\varphi(x)$, so (d) shows that $\psi$ solves the first problem. It is nonzero at $x_0/s$ if $\varphi(x_0)\neq0$, and its squared norm is that of $\varphi$ divided by $|s|$.

In Lean, `comp_div` carries integrability through the change of variable. The compressed function is written `φ (y / s⁻¹)`, and `e` confirms that stretching it returns `φ`. The theorem compares the two sets of levels and does not show that they are nonempty.

```lean
/-- For `s ≠ 0`, the quartic problems with parameters `F, a, b` and `F s², a/s⁴, b/s²` have
the same bound levels. -/
theorem doubleWell_levels_iff {F a b E s : ℝ} (hs : s ≠ 0) :
    IsBoundLevel F (doubleWell a b) E ↔
      IsBoundLevel (F * s ^ 2) (doubleWell (a / s ^ 4) (b / s ^ 2)) E := by
  constructor
  · rintro ⟨ψ, h, ⟨x, hx⟩, hi⟩
    refine ⟨fun y => ψ (y / s), (doubleWell_solves_iff hs).mp h, ⟨x * s, ?_⟩, hi.comp_div hs⟩
    simpa only [mul_div_cancel_right₀ x hs] using hx
  · rintro ⟨φ, h, ⟨x, hx⟩, hi⟩
    have e : ∀ y : ℝ, y / s / s⁻¹ = y := fun y => by field_simp
    -- the compressed function `φ(s y)` is the bound state of the original problem
    refine ⟨fun y => φ (y / s⁻¹), (doubleWell_solves_iff hs).mpr ?_, ⟨x / s, ?_⟩,
      hi.comp_div (inv_ne_zero hs)⟩
    · simpa only [e] using h
    · simpa only [e] using hx
```

## (f) Locating the minima

Let $a,b>0$ and $w=\sqrt{b/(2a)}$. Show that

$$V(x)\ge-\frac{b^2}{4a},\qquad\text{with equality exactly when }x=\pm w .$$

**Solution.** Since $2aw^2=b$ and $aw^4=b^2/(4a)$,

$$a(x^2-w^2)^2-\frac{b^2}{4a}=ax^4-bx^2+\frac{b^2}{4a}-\frac{b^2}{4a}=V(x).$$

The square is nonnegative, which gives the bound. As $a>0$, equality holds exactly when $x^2=w^2$, that is, when $x=\pm w$.

Here `wellPosition a b` is $w$, `key` is the completed square, and `hn` is its nonnegativity. The proof rewrites "$x=w$ or $x=-w$" as $x^2=w^2$ before treating the two directions.

```lean
/-- For `a, b > 0` the potential is bounded below by `-b²/(4a)`, and it takes this value
exactly at plus and minus the well position. -/
theorem doubleWell_minima {a b : ℝ} (ha : 0 < a) (hb : 0 < b) (x : ℝ) :
    -(b ^ 2 / (4 * a)) ≤ doubleWell a b x ∧
      (doubleWell a b x = -(b ^ 2 / (4 * a)) ↔
        x = wellPosition a b ∨ x = -wellPosition a b) := by
  have hw : wellPosition a b ^ 2 = b / (2 * a) := Real.sq_sqrt (by positivity)
  -- complete the square
  have key : doubleWell a b x = a * (x ^ 2 - wellPosition a b ^ 2) ^ 2 - b ^ 2 / (4 * a) := by
    rw [hw, doubleWell]
    field_simp
    ring
  have hn : 0 ≤ a * (x ^ 2 - wellPosition a b ^ 2) ^ 2 := by positivity
  refine ⟨by rw [key]; linarith, ?_⟩
  rw [← sq_eq_sq_iff_eq_or_eq_neg, key]
  constructor
  · intro h
    have h0 : a * (x ^ 2 - wellPosition a b ^ 2) ^ 2 = 0 := by linarith
    have h1 := (mul_eq_zero.mp h0).resolve_left ha.ne'
    exact sub_eq_zero.mp (pow_eq_zero_iff two_ne_zero |>.mp h1)
  · intro h
    rw [h]
    ring
```

## (g) The barrier height

For $a,b>0$, show that

$$V(0)-V(w)=\frac{b^2}{4a}.$$

**Solution.** $V(0)=0$, and $V(w)=-b^2/(4a)$ by (f). Subtract.

Lean takes the value at `wellPosition a b` from the equality case of (f), inserts it into the definition of `barrier`, and simplifies.

```lean
/-- For `a, b > 0` the barrier height is `b²/(4a)`. -/
theorem barrier_eq {a b : ℝ} (ha : 0 < a) (hb : 0 < b) : barrier a b = b ^ 2 / (4 * a) := by
  have h := (doubleWell_minima ha hb (wellPosition a b)).2.mpr (Or.inl rfl)
  rw [barrier, h, doubleWell]
  ring
```

## (h) What the stretch does to barrier and minima

Write $B(a,b)$ for the barrier and $w(a,b)$ for the well position. For $a,b,s>0$, show that

$$B(a/s^4,b/s^2)=B(a,b),\qquad w(a/s^4,b/s^2)=s\,w(a,b).$$

**Solution.** By (g), the new barrier is

$$\frac{(b/s^2)^2}{4a/s^4}=\frac{b^2}{4a}.$$

The new well position is

$$\sqrt{\frac{b/s^2}{2a/s^4}}=\sqrt{s^2\,\frac{b}{2a}}=s\sqrt{\frac{b}{2a}},$$

where the last step uses $s>0$.

The two halves of the Lean proof are these two lines. `Real.sqrt_mul` splits the root, and `Real.sqrt_sq` turns $\sqrt{s^2}$ into $s$.

```lean
/-- For `a, b, s > 0`, replacing `a, b` by `a/s⁴, b/s²` keeps the barrier height and
multiplies the well position by `s`. -/
theorem geometry_stretch {a b s : ℝ} (ha : 0 < a) (hb : 0 < b) (hs : 0 < s) :
    barrier (a / s ^ 4) (b / s ^ 2) = barrier a b ∧
      wellPosition (a / s ^ 4) (b / s ^ 2) = s * wellPosition a b := by
  constructor
  · rw [barrier_eq (by positivity) (by positivity), barrier_eq ha hb]
    field_simp
  · have h : b / s ^ 2 / (2 * (a / s ^ 4)) = s ^ 2 * (b / (2 * a)) := by field_simp
    rw [wellPosition, h, Real.sqrt_mul (sq_nonneg s), Real.sqrt_sq hs.le, wellPosition]
```

## (i) A double well with minima at a prescribed distance

Let $F,a,b>0$ and choose any $r>0$. Find $F',a',b'>0$ such that

$$\mathcal B(F',a',b')=\mathcal B(F,a,b),\qquad B(a',b')=B(a,b),\qquad w(a',b')=r .$$

**Solution.** Take $s=r/w(a,b)$, which is positive, and set

$$F'=Fs^2,\qquad a'=a/s^4,\qquad b'=b/s^2 .$$

All three are positive. The levels agree by (e) and the barriers by (h). The new minima lie at distance $s\,w(a,b)=r$.

The theorem states the equality of level sets as an equivalence for every energy `E`. In the proof, `hw` and `hs` give the positivity of the well position and of the stretch, and `h1` and `h2` are the two halves of (h). A fit in which $F$ may take any positive value therefore cannot select a distance from the bound levels, even with the barrier as an additional datum.

```lean
/-- For `F, a, b, r > 0` there are a kinetic constant `F' > 0`, in general different from `F`, and
coefficients `a', b' > 0` such that the quartic problem with `F', a', b'` has the same bound levels
and barrier as the one with `F, a, b`, and its well position is `r`. -/
theorem levels_do_not_fix_geometry {F a b r : ℝ} (hF : 0 < F) (ha : 0 < a) (hb : 0 < b)
    (hr : 0 < r) :
    ∃ F' a' b' : ℝ, 0 < F' ∧ 0 < a' ∧ 0 < b' ∧
      (∀ E, IsBoundLevel F' (doubleWell a' b') E ↔ IsBoundLevel F (doubleWell a b) E) ∧
      barrier a' b' = barrier a b ∧ wellPosition a' b' = r := by
  have hw : 0 < wellPosition a b := Real.sqrt_pos.mpr (by positivity)
  -- stretch by the ratio of the wanted to the given well position
  have hs : 0 < r / wellPosition a b := div_pos hr hw
  obtain ⟨h1, h2⟩ := geometry_stretch ha hb hs
  refine ⟨_, _, _, mul_pos hF (pow_pos hs 2), div_pos ha (pow_pos hs 4),
    div_pos hb (pow_pos hs 2), fun E => (doubleWell_levels_iff hs.ne').symm, h1, ?_⟩
  rw [h2, div_mul_cancel₀ r hw.ne']
```

## (j) Combinations that the stretch leaves fixed

Let $F,F'>0$, and let $a,b,a',b'$ be real. Show that some $s>0$ satisfies $F'=Fs^2$, $a'=a/s^4$ and $b'=b/s^2$ if and only if

$$F'^2a'=F^2a\qquad\text{and}\qquad F'b'=Fb .$$

**Solution.** If such an $s$ exists, then

$$F'^2a'=F^2s^4\cdot\frac{a}{s^4}=F^2a,\qquad F'b'=Fs^2\cdot\frac{b}{s^2}=Fb .$$

Conversely, put $s=\sqrt{F'/F}$. Then $Fs^2=F'$, and the two assumed equations give

$$\frac{a}{s^4}=\frac{F^2a}{F'^2}=a',\qquad \frac{b}{s^2}=\frac{Fb}{F'}=b'.$$

In Lean, `s2` and `s4` evaluate the second and fourth powers of this root. The two calls of `linear_combination` then use the assumed equations `h1` and `h2`.

Once $F$ is known, $F'=F$ forces $s=1$, and the freedom to stretch is gone. The equivalence concerns parameter sets related by a stretch; it leaves open whether unrelated sets could share their levels.

```lean
/-- For `F, F' > 0`, two parameter sets are related by a stretch `s > 0` if and only if they
agree in the two combinations `F² a` and `F b`. -/
theorem stretch_related_iff {F a b F' a' b' : ℝ} (hF : 0 < F) (hF' : 0 < F') :
    (∃ s : ℝ, 0 < s ∧ F' = F * s ^ 2 ∧ a' = a / s ^ 4 ∧ b' = b / s ^ 2) ↔
      F' ^ 2 * a' = F ^ 2 * a ∧ F' * b' = F * b := by
  constructor
  · rintro ⟨s, hs, h1, h2, h3⟩
    rw [h1, h2, h3]
    constructor <;> field_simp
  · rintro ⟨h1, h2⟩
    have hq : 0 < F' / F := div_pos hF' hF
    -- the stretch is read off from the ratio of the kinetic constants
    have s2 : Real.sqrt (F' / F) ^ 2 = F' / F := Real.sq_sqrt hq.le
    have s4 : Real.sqrt (F' / F) ^ 4 = (F' / F) ^ 2 := by
      calc Real.sqrt (F' / F) ^ 4 = (Real.sqrt (F' / F) ^ 2) ^ 2 := by ring
        _ = (F' / F) ^ 2 := by rw [s2]
    refine ⟨Real.sqrt (F' / F), Real.sqrt_pos.mpr hq, ?_, ?_, ?_⟩
    · rw [s2, mul_div_cancel₀ F' hF.ne']
    · rw [s4, eq_div_iff (pow_pos hq 2).ne', div_pow, ← mul_div_assoc,
        div_eq_iff (pow_pos hF 2).ne']
      linear_combination h1
    · rw [s2, eq_div_iff hq.ne', ← mul_div_assoc, div_eq_iff hF.ne']
      linear_combination h2

end

end DoubleWellScaling
```

```lean
#print axioms DoubleWellScaling.levels_do_not_fix_geometry
-- 'DoubleWellScaling.levels_do_not_fix_geometry' depends on axioms: [propext, Classical.choice, Quot.sound]
#print axioms DoubleWellScaling.stretch_related_iff
-- 'DoubleWellScaling.stretch_related_iff' depends on axioms: [propext, Classical.choice, Quot.sound]
```
